# The map \(R_{ijkl}=C_{ikjl}-C_{iljk}\) takes stiffness tensors onto the algebraic curvature tensors, with the totally symmetric tensors as kernel

Take a planar crystal with axes numbered 0 and 1. Its stiffness tensor, defined by \(\sigma_{ij}=\sum_{kl}C_{ijkl}\varepsilon_{kl}\) for stress \(\sigma\) and strain \(\varepsilon\), is totally symmetric exactly when \(C_{0011}=C_{0101}\), which is the Cauchy relation \(C_{1122}=C_{1212}\) in the usual numbering. The combination \(R_{ijkl}=C_{ikjl}-C_{iljk}\) measures the failure:

\[
R_{0101}=C_{0011}-C_{0110}=C_{0011}-C_{0101}.
\]

This looks like the single curvature component of a surface. I believe that in \(n\) dimensions \(R\) always has the index symmetries of a Riemann tensor, that every such tensor arises in this way, and that \(R=0\) means total symmetry of \(C\). Can this be made rigorous and machine-checked?

## Cauchy relations as vanishing curvature

Yes, for every \(n\), and the proof needs only index permutations and one explicit inverse formula.

### From stiffness to curvature and back

A stiffness tensor obeys \(C_{ijkl}=C_{jikl}\) (minor symmetry) and \(C_{ijkl}=C_{klij}\) (major symmetry). Together they give the other minor symmetry: \(C_{ijkl}=C_{klij}=C_{lkij}=C_{ijlk}\).

**\(R\) is a curvature tensor.** Exchanging \(k\) and \(l\) in the definition changes the sign of \(R\). The other symmetries follow from those of \(C\):

\[
\begin{aligned}
R_{jikl}&=C_{jkil}-C_{jlik}=C_{iljk}-C_{ikjl}=-R_{ijkl},\\
R_{klij}&=C_{kilj}-C_{kjli}=C_{ikjl}-C_{iljk}=R_{ijkl}.
\end{aligned}
\]

In the cyclic sum

\[
R_{ijkl}+R_{iklj}+R_{iljk}=(C_{ikjl}-C_{iljk})+(C_{ilkj}-C_{ijkl})+(C_{ijlk}-C_{iklj}),
\]

the terms cancel in pairs by symmetry in the last two indices. This is the Bianchi identity.

**Every curvature tensor is reached.** Given \(R\) with these four properties, set \(C_{ijkl}=(R_{ikjl}+R_{iljk})/3\). Pair symmetry gives \(C_{jikl}=(R_{jkil}+R_{jlik})/3=C_{ijkl}\). The antisymmetries and pair symmetry give \(C_{klij}=(R_{kilj}+R_{kjli})/3=C_{ijkl}\). Finally,

\[
C_{ikjl}-C_{iljk}=\tfrac13(R_{ijkl}+R_{ilkj}-R_{ijlk}-R_{iklj})
=\tfrac13(2R_{ijkl}-R_{iljk}-R_{iklj})=R_{ijkl},
\]

where the last step is the Bianchi identity.

**The kernel.** If \(R=0\), then \(C_{ijkl}=C_{ilkj}=C_{iljk}=C_{ikjl}\), where the outer equalities come from \(R=0\) and the middle one from minor symmetry. The middle indices can therefore be exchanged, and \(C\) is totally symmetric. Conversely, a totally symmetric \(C\) has the major symmetry, and the two terms of \(R\) are equal.

**Three further results.** Rank-nullity gives the dimension of the stiffness tensors as the sum of the dimensions of the totally symmetric and the curvature tensors.

Pair symmetry of \(R\) is also implied by the two antisymmetries and the Bianchi identity. Let \(B_i,B_j,B_k,B_l\) be the cyclic sums starting from \(R_{ijkl},R_{jikl},R_{kijl},R_{lijk}\), with the first index held fixed. After use of the antisymmetries, \(B_i-B_j-B_k+B_l=2(R_{ijkl}-R_{klij})\), and the left side is zero.

In the plane, total symmetry requires \(C_{i01l}=C_{i10l}\) for four choices of \((i,l)\). For \(i=l\) this follows from the minor and major symmetries. For \(i\ne l\) both cases reduce to \(C_{0011}=C_{0101}\).

### What the Lean theorems say

`Tensor4 n` is the type of real functions of four indices in `Fin n`, read as components in one fixed Cartesian basis. The subspaces `stiffness n`, `totallySymmetric n` and `curvature n` are defined by the index symmetries above. Since `cauchyDefect n` acts on all rank-four tensors, `kernel_and_image` intersects its kernel with `stiffness n` and takes the image of `stiffness n` only.

The curvature here is algebraic: there is no manifold or metric field. Elastic stability, meaning positive strain energy, is not imposed on \(C\). The Cauchy relations are not derived from a lattice model either. They are expected for a static, unstressed crystal with central pair forces and an inversion centre at every atom, so within linear elasticity an \(R\) that differs from zero by more than the numerical error in a computed stiffness tensor signals that one of these conditions fails.

```lean
import Mathlib

open Module

namespace CauchyCurvature

noncomputable section

/-- Real rank-four tensors on `R^n`, given by their Cartesian components. -/
abbrev Tensor4 (n : ℕ) := Fin n → Fin n → Fin n → Fin n → ℝ

/-- Stiffness tensors: `C_ijkl = C_jikl` (minor symmetry) and `C_ijkl = C_klij`
(major symmetry). -/
def stiffness (n : ℕ) : Submodule ℝ (Tensor4 n) where
  carrier := {C | (∀ i j k l, C i j k l = C j i k l) ∧ (∀ i j k l, C i j k l = C k l i j)}
  zero_mem' := ⟨fun _ _ _ _ => rfl, fun _ _ _ _ => rfl⟩
  add_mem' {A B} hA hB := by
    obtain ⟨a1, a2⟩ := hA
    obtain ⟨b1, b2⟩ := hB
    refine ⟨fun i j k l => ?_, fun i j k l => ?_⟩ <;> simp only [Pi.add_apply] <;>
      linarith [a1 i j k l, b1 i j k l, a2 i j k l, b2 i j k l]
  smul_mem' c A hA := by
    obtain ⟨a1, a2⟩ := hA
    refine ⟨fun i j k l => ?_, fun i j k l => ?_⟩ <;> simp only [Pi.smul_apply, smul_eq_mul]
    · linear_combination c * a1 i j k l
    · linear_combination c * a2 i j k l

/-- Totally symmetric tensors: the components are unchanged when any two neighbouring
indices are exchanged. -/
def totallySymmetric (n : ℕ) : Submodule ℝ (Tensor4 n) where
  carrier := {C | (∀ i j k l, C i j k l = C j i k l) ∧ (∀ i j k l, C i j k l = C i k j l) ∧
    (∀ i j k l, C i j k l = C i j l k)}
  zero_mem' := ⟨fun _ _ _ _ => rfl, fun _ _ _ _ => rfl, fun _ _ _ _ => rfl⟩
  add_mem' {A B} hA hB := by
    obtain ⟨a1, a2, a3⟩ := hA
    obtain ⟨b1, b2, b3⟩ := hB
    refine ⟨fun i j k l => ?_, fun i j k l => ?_, fun i j k l => ?_⟩ <;>
      simp only [Pi.add_apply] <;>
      linarith [a1 i j k l, b1 i j k l, a2 i j k l, b2 i j k l, a3 i j k l, b3 i j k l]
  smul_mem' c A hA := by
    obtain ⟨a1, a2, a3⟩ := hA
    refine ⟨fun i j k l => ?_, fun i j k l => ?_, fun i j k l => ?_⟩ <;>
      simp only [Pi.smul_apply, smul_eq_mul]
    · linear_combination c * a1 i j k l
    · linear_combination c * a2 i j k l
    · linear_combination c * a3 i j k l

/-- Algebraic curvature tensors: antisymmetric in `ij` and in `kl`, symmetric under exchange
of the two pairs, and obeying the cyclic Bianchi identity. -/
def curvature (n : ℕ) : Submodule ℝ (Tensor4 n) where
  carrier := {R | (∀ i j k l, R i j k l = -R j i k l) ∧ (∀ i j k l, R i j k l = -R i j l k) ∧
    (∀ i j k l, R i j k l = R k l i j) ∧
    (∀ i j k l, R i j k l + R i k l j + R i l j k = 0)}
  zero_mem' := by
    refine ⟨fun i j k l => ?_, fun i j k l => ?_, fun i j k l => ?_, fun i j k l => ?_⟩ <;> simp
  add_mem' {A B} hA hB := by
    obtain ⟨a1, a2, a3, a4⟩ := hA
    obtain ⟨b1, b2, b3, b4⟩ := hB
    refine ⟨fun i j k l => ?_, fun i j k l => ?_, fun i j k l => ?_, fun i j k l => ?_⟩ <;>
      simp only [Pi.add_apply]
    · linarith [a1 i j k l, b1 i j k l]
    · linarith [a2 i j k l, b2 i j k l]
    · linarith [a3 i j k l, b3 i j k l]
    · linarith [a4 i j k l, b4 i j k l]
  smul_mem' c A hA := by
    obtain ⟨a1, a2, a3, a4⟩ := hA
    refine ⟨fun i j k l => ?_, fun i j k l => ?_, fun i j k l => ?_, fun i j k l => ?_⟩ <;>
      simp only [Pi.smul_apply, smul_eq_mul]
    · linear_combination c * a1 i j k l
    · linear_combination c * a2 i j k l
    · linear_combination c * a3 i j k l
    · linear_combination c * a4 i j k l

/-- The linear map `C ↦ R` with `R_ijkl = C_ikjl - C_iljk`. -/
def cauchyDefect (n : ℕ) : Tensor4 n →ₗ[ℝ] Tensor4 n where
  toFun C := fun i j k l => C i k j l - C i l j k
  map_add' A B := by
    funext i j k l
    simp only [Pi.add_apply]
    ring
  map_smul' c A := by
    funext i j k l
    simp only [Pi.smul_apply, smul_eq_mul, RingHom.id_apply]
    ring

/-- The tensor with components `C_ijkl = (R_ikjl + R_iljk) / 3`, for any rank-four tensor `R`. -/
def stiffnessOf {n : ℕ} (R : Tensor4 n) : Tensor4 n :=
  fun i j k l => (R i k j l + R i l j k) / 3

/-- A stiffness tensor is also symmetric in its last two indices. -/
theorem right_minor {n : ℕ} {C : Tensor4 n} (hC : C ∈ stiffness n) (i j k l : Fin n) :
    C i j k l = C i j l k := by
  obtain ⟨m, M⟩ := hC
  exact ((M i j k l).trans (m k l i j)).trans (M l k i j)

/-- The map `C ↦ R` sends every stiffness tensor to an algebraic curvature tensor. -/
theorem cauchyDefect_mem {n : ℕ} {C : Tensor4 n} (hC : C ∈ stiffness n) :
    cauchyDefect n C ∈ curvature n := by
  have r := right_minor hC
  obtain ⟨m, M⟩ := hC
  refine ⟨fun i j k l => ?_, fun i j k l => ?_, fun i j k l => ?_, fun i j k l => ?_⟩
  · change C i k j l - C i l j k = -(C j k i l - C j l i k)
    linarith [M i k j l, M i l j k]
  · change C i k j l - C i l j k = -(C i l j k - C i k j l)
    ring
  · change C i k j l - C i l j k = C k i l j - C k j l i
    linarith [m k i l j, r i k l j, m k j l i, r j k l i, M j k i l]
  · change C i k j l - C i l j k + (C i l k j - C i j k l) + (C i j l k - C i k l j) = 0
    linarith [r i k j l, r i l j k, r i j k l]

/-- For a curvature tensor `R`, the tensor `(R_ikjl + R_iljk) / 3` has the symmetries of a
stiffness tensor and is mapped back to `R`. -/
theorem stiffnessOf_spec {n : ℕ} {R : Tensor4 n} (hR : R ∈ curvature n) :
    stiffnessOf R ∈ stiffness n ∧ cauchyDefect n (stiffnessOf R) = R := by
  obtain ⟨a, b, p, cyc⟩ := hR
  refine ⟨⟨fun i j k l => ?_, fun i j k l => ?_⟩, ?_⟩
  · change (R i k j l + R i l j k) / 3 = (R j k i l + R j l i k) / 3
    linarith [p j k i l, p j l i k]
  · change (R i k j l + R i l j k) / 3 = (R k i l j + R k j l i) / 3
    linarith [a k i l j, b i k l j, a k j l i, b j k l i, p j k i l]
  · -- the Bianchi identity turns the four terms into three copies of `R`
    funext i j k l
    change (R i j k l + R i l k j) / 3 - (R i j l k + R i k l j) / 3 = R i j k l
    linarith [b i l k j, b i j l k, cyc i j k l]

/-- Among stiffness tensors, the kernel of `R_ijkl = C_ikjl - C_iljk` consists exactly of the
totally symmetric tensors, and the image consists exactly of the algebraic curvature tensors. -/
theorem kernel_and_image (n : ℕ) :
    stiffness n ⊓ LinearMap.ker (cauchyDefect n) = totallySymmetric n ∧
      (stiffness n).map (cauchyDefect n) = curvature n := by
  constructor
  · ext C
    constructor
    · rintro ⟨hC, hk⟩
      have r := right_minor hC
      have e : ∀ i j k l, C i k j l - C i l j k = 0 := fun i j k l =>
        congrFun (congrFun (congrFun (congrFun (LinearMap.mem_ker.1 hk) i) j) k) l
      obtain ⟨m, _⟩ := hC
      -- exchange of the middle indices is the only symmetry that is new
      exact ⟨m, fun i j k l => by linarith [e i k j l, r i l k j, e i j l k], r⟩
    · rintro ⟨s, t, u⟩
      refine ⟨⟨s, fun i j k l => ?_⟩, LinearMap.mem_ker.2 ?_⟩
      · linarith [t i j k l, s i k j l, u k i j l, t k i l j]
      · funext i j k l
        change C i k j l - C i l j k = 0
        linarith [u i k j l, t i k l j, u i l k j]
  · ext R
    constructor
    · rintro ⟨C, hC, rfl⟩
      exact cauchyDefect_mem hC
    · intro hR
      exact ⟨stiffnessOf R, (stiffnessOf_spec hR).1, (stiffnessOf_spec hR).2⟩

/-- The two antisymmetries and the cyclic Bianchi identity already imply the symmetry under
exchange of the two index pairs. -/
theorem pair_symmetry_of_bianchi {n : ℕ} {R : Tensor4 n}
    (a : ∀ i j k l, R i j k l = -R j i k l) (b : ∀ i j k l, R i j k l = -R i j l k)
    (cyc : ∀ i j k l, R i j k l + R i k l j + R i l j k = 0) (i j k l : Fin n) :
    R i j k l = R k l i j := by
  -- one cyclic identity for each choice of the leading index
  linarith [cyc i j k l, cyc j i k l, cyc k i j l, cyc l i j k, b i k l j, a j i k l,
    b j k l i, a k i j l, a k j l i, a l i j k, a l j k i, b j l k i, a l k i j]

/-- The number of independent stiffness components is the number of totally symmetric ones
plus the number of independent curvature components. -/
theorem finrank_stiffness (n : ℕ) :
    finrank ℝ (stiffness n) = finrank ℝ (totallySymmetric n) + finrank ℝ (curvature n) := by
  obtain ⟨hker, him⟩ := kernel_and_image n
  let f := (cauchyDefect n).domRestrict (stiffness n)
  have hr : LinearMap.range f = curvature n := by
    rw [← him]
    ext R
    constructor
    · rintro ⟨C, rfl⟩
      exact ⟨C.1, C.2, rfl⟩
    · rintro ⟨C, hC, rfl⟩
      exact ⟨⟨C, hC⟩, rfl⟩
  have hk : (LinearMap.ker f).map (stiffness n).subtype = totallySymmetric n := by
    rw [← hker]
    ext C
    constructor
    · rintro ⟨D, hD, rfl⟩
      exact ⟨D.2, hD⟩
    · rintro ⟨hC, h⟩
      exact ⟨⟨C, hC⟩, h, rfl⟩
  -- rank-nullity for the map restricted to stiffness tensors
  have h := LinearMap.finrank_range_add_finrank_ker f
  rw [hr, ← Submodule.finrank_map_subtype_eq (stiffness n) (LinearMap.ker f), hk] at h
  omega

/-- In the plane a stiffness tensor is totally symmetric exactly when it obeys the single
Cauchy relation `C_1122 = C_1212` (axes numbered 0 and 1 in the formula). -/
theorem planar_cauchy_relation {C : Tensor4 2} (hC : C ∈ stiffness 2) :
    C ∈ totallySymmetric 2 ↔ C 0 0 1 1 = C 0 1 0 1 := by
  constructor
  · rintro ⟨_, t, _⟩
    exact t 0 0 1 1
  · intro h
    have r := right_minor hC
    obtain ⟨m, M⟩ := hC
    have key : ∀ i l, C i 0 1 l = C i 1 0 l :=
      Fin.forall_fin_two.2
        ⟨Fin.forall_fin_two.2 ⟨by linarith [M 0 0 1 0, m 0 1 0 0], h⟩,
          Fin.forall_fin_two.2
            ⟨by linarith [m 0 1 1 0, r 0 1 1 0, M 0 0 1 1],
              by linarith [M 1 1 0 1, m 0 1 1 1]⟩⟩
    refine ⟨m, fun i j k l => ?_, r⟩
    fin_cases j <;> fin_cases k
    · rfl
    · exact key i l
    · exact (key i l).symm
    · rfl

end

end CauchyCurvature
```

```lean
#print axioms CauchyCurvature.kernel_and_image
#print axioms CauchyCurvature.pair_symmetry_of_bianchi
#print axioms CauchyCurvature.finrank_stiffness
#print axioms CauchyCurvature.planar_cauchy_relation
```

```
'CauchyCurvature.kernel_and_image' depends on axioms: [propext, Classical.choice, Quot.sound]
'CauchyCurvature.pair_symmetry_of_bianchi' depends on axioms: [propext, Classical.choice, Quot.sound]
'CauchyCurvature.finrank_stiffness' depends on axioms: [propext, Classical.choice, Quot.sound]
'CauchyCurvature.planar_cauchy_relation' depends on axioms: [propext, Classical.choice, Quot.sound]
```

### How the proof follows the index algebra

`right_minor` is the three-step chain for the second minor symmetry. In `cauchyDefect_mem` and `stiffnessOf_spec`, each `change` writes a goal out in components, and `linarith` combines the listed instances of the symmetries, which are linear equations between components. The one exception is the antisymmetry of \(R\) in its last two indices, which needs no symmetry of \(C\) and is closed by `ring`. `kernel_and_image` assembles these lemmas, with `stiffnessOf R` as the explicit preimage, and proves the kernel statement by the chain given above.

`pair_symmetry_of_bianchi` hands `linarith` the four cyclic sums and the required sign changes. `finrank_stiffness` restricts the map to stiffness tensors, identifies its range and kernel, and applies rank-nullity. `planar_cauchy_relation` checks the four choices of \((i,l)\) in `key`, then splits on the middle indices.

### A unique splitting, and the role of the major symmetry

The same inverse formula splits a stiffness tensor. Subtracting `stiffnessOf` of its \(R\) from \(C\) leaves

\[
S_{ijkl}=\tfrac13(C_{ijkl}+C_{ikjl}+C_{iljk}),
\]

which is totally symmetric. Thus \(C\) is uniquely the sum of a totally symmetric tensor and one built from a curvature tensor; this splitting is a remark by hand and not a theorem of the file.

The major symmetry expresses the existence of a strain energy. Without it the result fails already in the plane: let \(C_{0011}=1\) and all other components vanish. Both minor symmetries hold, but \(R_{0101}=1\) while \(R_{1001}=C_{1001}-C_{1100}=0\), so \(R\) is not antisymmetric in its first two indices.
